# The two-electron Brillouin identity: a single-excitation element of $H$ is a Fock matrix element

Let $X$ be a finite set of one-electron basis states, let orbitals be functions $u : X \to \mathbb{C}$, and let $\langle u, v\rangle = \sum_x \overline{u(x)}\,v(x)$. Two electrons have the Hamiltonian $H = h\otimes 1 + 1\otimes h + V$, where $h$ is any complex matrix on $X$ and $V$ multiplies a two-electron function by a real $V(x,y) = V(y,x)$. Write $(u\otimes v)(x,y) = u(x)v(y)$ and $\Phi_{ab} = (a\otimes b - b\otimes a)/\sqrt2$. If $\langle b,b\rangle = 1$ and $\langle a,b\rangle = \langle a,c\rangle = \langle b,c\rangle = 0$, then

$$\langle \Phi_{ab}, H\,\Phi_{cb}\rangle = \langle a, F c\rangle, \qquad F = h + J_a - K_a + J_b - K_b,$$

where the Coulomb operator $J_u$ is diagonal with entries $\sum_y V(x,y)|u(y)|^2$ and the exchange operator has entries $K_u(x,y) = V(x,y)\,u(x)\,\overline{u(y)}$. For Hermitian $h$ and orthonormal $a, b$, these elements vanish for every $c$ orthogonal to $a$ and $b$ if and only if $Fa = \alpha a + \beta b$ for some complex $\alpha, \beta$.

## Where a code relies on it

A self-consistent-field program that watches the occupied–virtual block of its Fock matrix is watching the coupling of the reference determinant to single excitations, and the identity states this for two electrons on a finite orthonormal basis with a local interaction. A configuration-interaction program can likewise fill the reference–singles block from $F$, a matrix on $X$, without touching $H$, a matrix on $X\times X$.

With orbitals as column vectors and $V$ as a matrix, the diagonal of $J_u$ is $V$ applied to the vector $|u|^2$, and $K_u$ is the entrywise product of $V$ with $u u^\dagger$. The conjugate sits on the column index, which matters for complex orbitals. For Hermitian $h$, the part of the occupied–virtual block that belongs to $a$ is carried by the residual $r = Fa - \langle a,Fa\rangle a - \langle b,Fa\rangle b$, the same vector that the proof of the converse uses. Self-consistency requires the residual with $Fb$ in place of $Fa$ to vanish as well, since $r$ can be zero while $Fb$ leaves the span of $a$ and $b$. On a small grid both sides of the identity can be evaluated and compared at any iteration, because the identity does not require the orbitals to be self-consistent.

## Derivation

Write $h_{uv} = \langle u, hv\rangle$ and $\langle ab|cd\rangle = \sum_{x,y}\overline{a(x)}\,\overline{b(y)}\,V(x,y)\,c(x)\,d(y)$, the physicists' ordering, in which $a$ and $c$ share the coordinate $x$. In steps 1 to 3 the orbitals $a,b,c,d$ are arbitrary.

1. The double sum over $(x,y)$ factorises, so $\langle a\otimes b, c\otimes d\rangle = \langle a,c\rangle\langle b,d\rangle$. Expanding two determinants gives four such products with prefactor $\tfrac12$. They are equal in pairs, so $\langle\Phi_{ab},\Phi_{cd}\rangle = \langle a,c\rangle\langle b,d\rangle - \langle a,d\rangle\langle b,c\rangle$. For orthonormal $a,b$ and $c=a$, $d=b$ this is $1$.

2. Since $(h\otimes1)(c\otimes d) = hc\otimes d$ and $(1\otimes h)(c\otimes d) = c\otimes hd$,
$$T(ab,cd) := \langle a\otimes b, H\,(c\otimes d)\rangle = h_{ac}\langle b,d\rangle + \langle a,c\rangle h_{bd} + \langle ab|cd\rangle .$$

3. Renaming $x\leftrightarrow y$ in the double sum and using $V(y,x) = V(x,y)$ gives $\langle ba|dc\rangle = \langle ab|cd\rangle$. Hence $T(ba,dc) = T(ab,cd)$ and $T(ba,cd) = T(ab,dc)$, and
$$\langle\Phi_{ab},H\Phi_{cd}\rangle = \tfrac12\big[T(ab,cd) - T(ab,dc) - T(ba,cd) + T(ba,dc)\big] = T(ab,cd) - T(ab,dc),$$
which written out is
$$h_{ac}\langle b,d\rangle + \langle a,c\rangle h_{bd} - h_{ad}\langle b,c\rangle - \langle a,d\rangle h_{bc} + \langle ab|cd\rangle - \langle ab|dc\rangle .$$

4. Put $d=b$. The four overlaps become $\langle b,b\rangle = 1$, $\langle a,c\rangle = 0$, $\langle b,c\rangle = 0$ and $\langle a,b\rangle = 0$, which leaves $h_{ac} + \langle ab|cb\rangle - \langle ab|bc\rangle$.

5. Inserting the definitions gives $\langle a,J_u c\rangle = \langle au|cu\rangle$ and $\langle a,K_u c\rangle = \langle au|uc\rangle$. For $u=b$ these are the two integrals of step 4. For $u=a$ they are $\langle aa|ca\rangle$ and $\langle aa|ac\rangle$, which are equal by the relabelling in step 3, so the self-interaction $J_a - K_a$ contributes nothing. Therefore $\langle a,Fc\rangle$ equals the result of step 4.

6. Let $h$ be Hermitian and $a,b$ orthonormal. $J_u$ has real diagonal entries and $\overline{K_u(y,x)} = K_u(x,y)$, so $F$ is Hermitian and $\langle a,Fc\rangle = \langle w,c\rangle$ with $w = Fa$. If $w = \alpha a+\beta b$, then $\langle w,c\rangle = 0$ for $c$ orthogonal to both. Conversely, take $c = r = w - \langle a,w\rangle a - \langle b,w\rangle b$. It is orthogonal to $a$ and $b$, so $\langle r,r\rangle = \langle w,r\rangle = \langle\Phi_{ab},H\Phi_{rb}\rangle = 0$, and $r=0$.

## The Lean file

```lean
import Mathlib

open Matrix
open scoped Kronecker ComplexOrder

namespace TwoElectronBrillouin

noncomputable section

variable {X : Type*} [Fintype X] [DecidableEq X]

/-- The inner product ⟨u, v⟩ of wave functions on a finite set, antilinear in `u`. -/
def ip {Y : Type*} [Fintype Y] (u v : Y → ℂ) : ℂ := star u ⬝ᵥ v

/-- The matrix element ⟨u, M v⟩ of an operator `M`. -/
def elem {Y : Type*} [Fintype Y] (M : Matrix Y Y ℂ) (u v : Y → ℂ) : ℂ := ip u (M *ᵥ v)

/-- The product state u(x) v(y) of two electrons. -/
def hartree (u v : X → ℂ) : X × X → ℂ := fun p => u p.1 * v p.2

/-- The Slater determinant (a(x) b(y) - b(x) a(y)) / √2. -/
def slater (a b : X → ℂ) : X × X → ℂ :=
  ((√2 : ℝ) : ℂ)⁻¹ • (hartree a b - hartree b a)

/-- The two-electron Hamiltonian h₁ + h₂ + V with a local pair interaction V(x, y). -/
def hamiltonian (h : Matrix X X ℂ) (V : X → X → ℝ) : Matrix (X × X) (X × X) ℂ :=
  h ⊗ₖ (1 : Matrix X X ℂ) + (1 : Matrix X X ℂ) ⊗ₖ h + diagonal (fun p => (V p.1 p.2 : ℂ))

/-- The two-electron integral ⟨ab|cd⟩ = Σ a*(x) b*(y) V(x, y) c(x) d(y). -/
def twoInt (V : X → X → ℝ) (a b c d : X → ℂ) : ℂ :=
  ∑ x, ∑ y, star (a x) * star (b y) * (V x y : ℂ) * c x * d y

/-- The Coulomb operator J_u: multiplication by Σ_y V(x, y) |u(y)|². -/
def coulomb (V : X → X → ℝ) (u : X → ℂ) : Matrix X X ℂ :=
  diagonal (fun x => ∑ y, (V x y : ℂ) * (star (u y) * u y))

/-- The exchange operator K_u with kernel V(x, y) u(x) u*(y). -/
def exchange (V : X → X → ℝ) (u : X → ℂ) : Matrix X X ℂ :=
  of fun x y => (V x y : ℂ) * u x * star (u y)

/-- The Fock operator h + J_a - K_a + J_b - K_b of the occupied orbitals `a`, `b`. -/
def fock (h : Matrix X X ℂ) (V : X → X → ℝ) (a b : X → ℂ) : Matrix X X ℂ :=
  h + coulomb V a - exchange V a + coulomb V b - exchange V b

omit [DecidableEq X] in
/-- The overlap of two product states is the product of the orbital overlaps. -/
theorem ip_hartree (a b c d : X → ℂ) :
    ip (hartree a b) (hartree c d) = ip a c * ip b d := by
  simp only [ip, hartree, dotProduct, Pi.star_apply, Fintype.sum_prod_type,
    Finset.sum_mul_sum, star_mul']
  exact Finset.sum_congr rfl fun x _ => Finset.sum_congr rfl fun y _ => by ring

omit [DecidableEq X] in
/-- The overlap of two Slater determinants is the determinant of the orbital overlaps. -/
theorem ip_slater (a b c d : X → ℂ) :
    ip (slater a b) (slater c d) = ip a c * ip b d - ip a d * ip b c := by
  have hs : star ((√2 : ℝ) : ℂ)⁻¹ = ((√2 : ℝ) : ℂ)⁻¹ := by simp
  have hss : ((√2 : ℝ) : ℂ)⁻¹ * ((√2 : ℝ) : ℂ)⁻¹ = 1 / 2 := by
    rw [← mul_inv, ← Complex.ofReal_mul, Real.mul_self_sqrt (by norm_num)]
    norm_num
  have key : ip (slater a b) (slater c d) = ((√2 : ℝ) : ℂ)⁻¹ * ((√2 : ℝ) : ℂ)⁻¹ *
      (ip (hartree a b) (hartree c d) - ip (hartree a b) (hartree d c)
        - ip (hartree b a) (hartree c d) + ip (hartree b a) (hartree d c)) := by
    simp only [ip, slater, star_smul, star_sub, hs, smul_dotProduct, dotProduct_smul,
      sub_dotProduct, dotProduct_sub, smul_eq_mul]
    ring
  rw [key, hss]
  simp only [ip_hartree]
  ring

omit [DecidableEq X] in
/-- For a symmetric interaction, relabelling the two electrons gives ⟨ba|dc⟩ = ⟨ab|cd⟩. -/
theorem twoInt_swap {V : X → X → ℝ} (hV : ∀ x y, V x y = V y x) (a b c d : X → ℂ) :
    twoInt V b a d c = twoInt V a b c d := by
  unfold twoInt
  rw [Finset.sum_comm]
  exact Finset.sum_congr rfl fun x _ => Finset.sum_congr rfl fun y _ => by
    rw [hV y x]; ring

/-- Between product states the Hamiltonian gives two one-electron terms and ⟨ab|cd⟩. -/
theorem elem_hartree (h : Matrix X X ℂ) (V : X → X → ℝ) (a b c d : X → ℂ) :
    elem (hamiltonian h V) (hartree a b) (hartree c d)
      = elem h a c * ip b d + ip a c * elem h b d + twoInt V a b c d := by
  -- a tensor product of operators acts orbital by orbital
  have hk : ∀ A B : Matrix X X ℂ,
      (A ⊗ₖ B) *ᵥ hartree c d = hartree (A *ᵥ c) (B *ᵥ d) := by
    intro A B
    ext ⟨x, y⟩
    simp only [mulVec, dotProduct, hartree, Fintype.sum_prod_type, kroneckerMap_apply,
      Finset.sum_mul_sum]
    exact Finset.sum_congr rfl fun x _ => Finset.sum_congr rfl fun y _ => by ring
  have hV : ip (hartree a b)
      (diagonal (fun p : X × X => (V p.1 p.2 : ℂ)) *ᵥ hartree c d) = twoInt V a b c d := by
    simp only [ip, twoInt, dotProduct, mulVec_diagonal, hartree, Pi.star_apply,
      Fintype.sum_prod_type, star_mul']
    exact Finset.sum_congr rfl fun x _ => Finset.sum_congr rfl fun y _ => by ring
  have hadd : ∀ u v w : X × X → ℂ, ip u (v + w) = ip u v + ip u w :=
    fun u v w => dotProduct_add _ _ _
  unfold elem hamiltonian
  rw [add_mulVec, add_mulVec, hk, hk, one_mulVec, one_mulVec, hadd, hadd, ip_hartree,
    ip_hartree, hV]

/-- The Hamiltonian matrix element between the determinants `ab` and `cd` for arbitrary
orbitals, in terms of overlaps, one-electron and two-electron integrals. -/
theorem elem_slater (h : Matrix X X ℂ) {V : X → X → ℝ} (hV : ∀ x y, V x y = V y x)
    (a b c d : X → ℂ) :
    elem (hamiltonian h V) (slater a b) (slater c d)
      = elem h a c * ip b d + ip a c * elem h b d - elem h a d * ip b c - ip a d * elem h b c
        + (twoInt V a b c d - twoInt V a b d c) := by
  have hs : star ((√2 : ℝ) : ℂ)⁻¹ = ((√2 : ℝ) : ℂ)⁻¹ := by simp
  have hss : ((√2 : ℝ) : ℂ)⁻¹ * ((√2 : ℝ) : ℂ)⁻¹ = 1 / 2 := by
    rw [← mul_inv, ← Complex.ofReal_mul, Real.mul_self_sqrt (by norm_num)]
    norm_num
  have key : ∀ H : Matrix (X × X) (X × X) ℂ, elem H (slater a b) (slater c d)
      = ((√2 : ℝ) : ℂ)⁻¹ * ((√2 : ℝ) : ℂ)⁻¹ *
      (elem H (hartree a b) (hartree c d) - elem H (hartree a b) (hartree d c)
        - elem H (hartree b a) (hartree c d) + elem H (hartree b a) (hartree d c)) := by
    intro H
    simp only [elem, ip, slater, mulVec_smul, mulVec_sub, star_smul, star_sub, hs,
      smul_dotProduct, dotProduct_smul, sub_dotProduct, dotProduct_sub, smul_eq_mul]
    ring
  rw [key, hss]
  simp only [elem_hartree]
  -- the four product terms pair up under exchange of the electrons
  rw [twoInt_swap hV a b c d, twoInt_swap hV a b d c]
  ring

/-- The Coulomb and exchange elements are ⟨a, J_b c⟩ = ⟨ab|cb⟩ and ⟨a, K_b c⟩ = ⟨ab|bc⟩. -/
theorem elem_coulomb_exchange (V : X → X → ℝ) (a b c : X → ℂ) :
    elem (coulomb V b) a c = twoInt V a b c b ∧ elem (exchange V b) a c = twoInt V a b b c := by
  constructor
  · simp only [elem, ip, coulomb, twoInt, dotProduct, mulVec_diagonal, Pi.star_apply,
      Finset.sum_mul, Finset.mul_sum]
    exact Finset.sum_congr rfl fun x _ => Finset.sum_congr rfl fun y _ => by ring
  · simp only [elem, ip, exchange, twoInt, dotProduct, mulVec, of_apply, Pi.star_apply,
      Finset.mul_sum]
    exact Finset.sum_congr rfl fun x _ => Finset.sum_congr rfl fun y _ => by ring

/-- For symmetric `V` and mutually orthogonal orbitals `a`, `b`, `c` with `b` normalized, the Hamiltonian element
between the determinants `ab` and `cb` equals the Fock element ⟨a, F c⟩. -/
theorem slater_single_excitation (h : Matrix X X ℂ) {V : X → X → ℝ}
    (hV : ∀ x y, V x y = V y x) {a b c : X → ℂ} (hb : ip b b = 1) (hab : ip a b = 0)
    (hac : ip a c = 0) (hbc : ip b c = 0) :
    elem (hamiltonian h V) (slater a b) (slater c b) = elem (fock h V a b) a c := by
  have hF : elem (fock h V a b) a c = elem h a c + elem (coulomb V a) a c
      - elem (exchange V a) a c + elem (coulomb V b) a c - elem (exchange V b) a c := by
    simp only [elem, ip, fock, add_mulVec, sub_mulVec, dotProduct_add, dotProduct_sub]
  -- the self-interaction J_a - K_a cancels by the symmetry of V
  rw [elem_slater h hV, hF, hb, hab, hac, hbc, (elem_coulomb_exchange V a a c).1,
    (elem_coulomb_exchange V a a c).2, (elem_coulomb_exchange V a b c).1,
    (elem_coulomb_exchange V a b c).2, twoInt_swap hV a a a c]
  ring

/-- For Hermitian `h` and real symmetric `V` the Fock operator is Hermitian. -/
theorem fock_isHermitian {h : Matrix X X ℂ} (hh : h.IsHermitian) {V : X → X → ℝ}
    (hV : ∀ x y, V x y = V y x) (a b : X → ℂ) : (fock h V a b).IsHermitian := by
  have hr : ∀ r : ℝ, star (r : ℂ) = r := Complex.conj_ofReal
  have hJ : ∀ u, (coulomb V u).IsHermitian := by
    intro u
    show (coulomb V u)ᴴ = coulomb V u
    unfold coulomb
    rw [diagonal_conjTranspose]
    congr 1
    ext x
    simp only [Pi.star_apply, star_sum, star_mul', star_star, hr]
    exact Finset.sum_congr rfl fun y _ => by ring
  have hK : ∀ u, (exchange V u).IsHermitian := by
    intro u
    show (exchange V u)ᴴ = exchange V u
    ext x y
    simp only [exchange, conjTranspose_apply, of_apply, star_mul', star_star, hr]
    rw [hV y x]
    ring
  exact (((hh.add (hJ a)).sub (hK a)).add (hJ b)).sub (hK b)

/-- Brillouin condition for excitations out of `a`: for Hermitian `h`, symmetric `V` and
orthonormal `a`, `b`, the determinant `ab` has zero
Hamiltonian element with `cb` for every `c` orthogonal to both iff F a lies in their span. -/
theorem brillouin_iff {h : Matrix X X ℂ} (hh : h.IsHermitian) {V : X → X → ℝ}
    (hV : ∀ x y, V x y = V y x) {a b : X → ℂ} (ha : ip a a = 1) (hb : ip b b = 1)
    (hab : ip a b = 0) :
    (∀ c, ip a c = 0 → ip b c = 0 → elem (hamiltonian h V) (slater a b) (slater c b) = 0)
      ↔ ∃ α β : ℂ, fock h V a b *ᵥ a = α • a + β • b := by
  have hmove : ∀ c, elem (fock h V a b) a c = ip (fock h V a b *ᵥ a) c := by
    intro c
    unfold elem ip
    rw [star_mulVec, (fock_isHermitian hh hV a b).eq, dotProduct_mulVec]
  have hba : ip b a = 0 := by
    have : ip b a = star (ip a b) := by
      simp only [ip, dotProduct, star_sum, Pi.star_apply, star_mul', star_star]
      exact Finset.sum_congr rfl fun x _ => mul_comm _ _
    rw [this, hab, star_zero]
  generalize fock h V a b *ᵥ a = w at hmove ⊢
  constructor
  · intro H
    -- test with the part of F a orthogonal to the occupied orbitals
    obtain ⟨c, hc⟩ : ∃ c, c = w - (ip a w • a + ip b w • b) := ⟨_, rfl⟩
    have hip : ∀ u, ip u c = ip u w - (ip a w * ip u a + ip b w * ip u b) := by
      intro u
      rw [hc]
      simp only [ip, dotProduct_sub, dotProduct_add, dotProduct_smul, smul_eq_mul]
    have hac : ip a c = 0 := by rw [hip, ha, hab]; ring
    have hbc : ip b c = 0 := by rw [hip, hb, hba]; ring
    have hw : ip w c = 0 := by
      rw [← hmove, ← slater_single_excitation h hV hb hab hac hbc, H c hac hbc]
    have hlin : ∀ v, ip (w - (ip a w • a + ip b w • b)) v
        = ip w v - (star (ip a w) * ip a v + star (ip b w) * ip b v) := by
      intro v
      simp only [ip, star_sub, star_add, star_smul, sub_dotProduct, add_dotProduct,
        smul_dotProduct, smul_eq_mul]
    have hcc : ip c c = 0 := by
      have := hlin c
      rw [← hc, hw, hac, hbc] at this
      rw [this]
      ring
    have hc0 : c = 0 := by
      unfold ip at hcc
      exact dotProduct_star_self_eq_zero.mp hcc
    exact ⟨_, _, sub_eq_zero.mp (hc.symm.trans hc0)⟩
  · rintro ⟨α, β, hw⟩ c hac hbc
    rw [slater_single_excitation h hV hb hab hac hbc, hmove, hw]
    unfold ip at hac hbc ⊢
    simp only [star_add, star_smul, add_dotProduct, smul_dotProduct, hac, hbc, smul_zero,
      add_zero]

/-- Three orthonormal orbitals on three sites and a symmetric interaction for which the element
between the determinants `ab` and `cb` is -1/5. -/
theorem slater_single_excitation_witness :
    let a : Fin 3 → ℂ := ![3 / 5, 4 / 5, 0]
    let b : Fin 3 → ℂ := ![0, 0, 1]
    let c : Fin 3 → ℂ := ![4 / 5, -(3 / 5), 0]
    let h : Matrix (Fin 3) (Fin 3) ℂ := of fun _ _ => 1
    let V : Fin 3 → Fin 3 → ℝ := fun x y => ![0, 1, 2] x + ![0, 1, 2] y
    (∀ x y, V x y = V y x) ∧ ip a a = 1 ∧ ip b b = 1 ∧ ip c c = 1 ∧ ip a b = 0 ∧ ip a c = 0 ∧
      ip b c = 0 ∧ elem (hamiltonian h V) (slater a b) (slater c b) = -(1 / 5) := by
  intro a b c h V
  have hV : ∀ x y, V x y = V y x := fun x y => add_comm _ _
  have h3 : (starRingEnd ℂ) 3 = 3 := map_ofNat _ 3
  have h4 : (starRingEnd ℂ) 4 = 4 := map_ofNat _ 4
  have h5 : (starRingEnd ℂ) 5 = 5 := map_ofNat _ 5
  refine ⟨hV, ?_, ?_, ?_, ?_, ?_, ?_, ?_⟩
  · simp [ip, dotProduct, Fin.sum_univ_three, a, h3, h4, h5]
    norm_num
  · simp [ip, dotProduct, Fin.sum_univ_three, b]
  · simp [ip, dotProduct, Fin.sum_univ_three, c, h3, h4, h5]
    norm_num
  · simp [ip, dotProduct, Fin.sum_univ_three, a, b]
  · simp [ip, dotProduct, Fin.sum_univ_three, a, c, h3, h4, h5]
    norm_num
  · simp [ip, dotProduct, Fin.sum_univ_three, b, c]
  · rw [elem_slater h hV]
    simp [elem, ip, twoInt, mulVec, dotProduct, Fin.sum_univ_three, a, b, c, h, V, h3, h4, h5]
    norm_num

end

end TwoElectronBrillouin
```
```lean
#print axioms TwoElectronBrillouin.ip_slater
#print axioms TwoElectronBrillouin.slater_single_excitation
#print axioms TwoElectronBrillouin.brillouin_iff
```

```
'TwoElectronBrillouin.ip_slater' depends on axioms: [propext, Classical.choice, Quot.sound]
'TwoElectronBrillouin.slater_single_excitation' depends on axioms: [propext, Classical.choice, Quot.sound]
'TwoElectronBrillouin.brillouin_iff' depends on axioms: [propext, Classical.choice, Quot.sound]
```

## The statements in words

`ip u v` is $\langle u,v\rangle$, antilinear in the first slot, and `elem M u v` is $\langle u,Mv\rangle$. `hartree`, `slater`, `hamiltonian`, `twoInt`, `coulomb`, `exchange` and `fock` are $u\otimes v$, $\Phi_{ab}$, $H$, $\langle ab|cd\rangle$, $J_u$, $K_u$ and $F$. The type `X → X → ℝ` makes $V$ real and local, and `hV` is its symmetry.

`slater_single_excitation` is the identity. It assumes `hV`, `hb`, `hab`, `hac` and `hbc`, and assumes neither unit norm for $a$ and $c$ nor Hermitian $h$; orthonormal orbitals, for which `ip_slater` gives normalised determinants, are a special case. `fock_isHermitian` adds `hh : h.IsHermitian`. `brillouin_iff` assumes `hh`, `hV` and orthonormal $a,b$, and quantifies over all $c$ orthogonal to both, normalised or not. An orthonormal triple needs three basis states. With two, the hypotheses of the identity force $a$ or $c$ to be zero, and in `brillouin_iff` both sides hold trivially.

`slater_single_excitation_witness` takes sites $0,1,2$ with $a = (3/5, 4/5, 0)$, $b = (0,0,1)$, $c = (4/5,-3/5,0)$, all entries of $h$ equal to $1$, and $V(x,y) = x+y$. Here $h_{ac} = \tfrac75\cdot\tfrac15 = \tfrac7{25}$, $\langle ab|cb\rangle = \tfrac{12}{25}(2-3) = -\tfrac{12}{25}$ and $\langle ab|bc\rangle = 0$, for a total of $-\tfrac15$. The exchange integral vanishes in this example, so it does not probe a code's $K_b$. This $V$ is also a sum of two one-electron potentials, so the example checks the arithmetic of the formula and does not describe electrons that genuinely interact.

## How the proof follows the steps

`ip_hartree` and `ip_slater` are step 1, `elem_hartree` is step 2, and `twoInt_swap`, which exchanges the two sums by `Finset.sum_comm`, is the relabelling. In `elem_slater` the equation `key` is the four-term expansion, `hss` turns $(1/\sqrt2)^2$ into $\tfrac12$, two uses of `twoInt_swap` pair the integrals, and `ring` collects terms. `elem_coulomb_exchange` gives the integrals of step 5. `slater_single_excitation` rewrites with `elem_slater`, splits the Fock element into five terms (`hF`), substitutes the four overlaps, and cancels the self-interaction by `twoInt_swap hV a a a c`. In `brillouin_iff`, `hmove` moves $F$ onto $a$, `generalize` names $Fa$ as `w`, `hc` defines the residual, `hw` and `hcc` give $\langle w,r\rangle = 0$ and $\langle r,r\rangle = 0$, and `dotProduct_star_self_eq_zero` concludes that $r=0$.

The reduction from two electrons to one turns on the Kronecker product. `A ⊗ₖ B` is a matrix indexed by pairs, with entry $A(x,x')\,B(y,y')$ in row $(x,y)$ and column $(x',y')$, so no flattened index appears. The step `hk` shows that it sends $c\otimes d$ to $Ac\otimes Bd$. There `Fintype.sum_prod_type` writes the sum over column pairs as a nested sum, `Finset.sum_mul_sum` expands the product $(Ac)(x)\,(Bd)(y)$ into the same nested sum, and the terms are compared one by one. Applied to $(h,1)$ and $(1,h)$, it reduces both one-electron terms to `ip_hartree`.

## Scope and limits

The identities are exact statements about complex numbers and give no bound on rounding or on approximately orthogonal orbitals. The general formula `elem_slater` shows which terms return when orthogonality fails. Without $\langle a,c\rangle = 0$ the term $\langle a,c\rangle h_{bb}$ survives: on two sites with $a = c = (1,0)$, $b = (0,1)$, $h = 1$ and $V = 0$, the left side is $2$ and the right side is $1$.

The inner product has no overlap matrix, so the basis is orthonormal, and grid weights $w_x$ must be absorbed into the orbitals as factors $\sqrt{w_x}$, with $h$ written in the same scaled basis. Spin enters only as part of the label $x$, so $F$ is the spin-orbital operator, and the closed-shell form in spatial orbitals is not treated. The electron number is two, and the excitation replaces $a$ while $b$ stays. `brillouin_iff` treats the half of the algebraic Hartree–Fock condition that concerns $a$, namely that $Fa$ lies in the span of the occupied orbitals. The full condition asks the same of $Fb$, and the theorem with $a$ and $b$ exchanged shows that this half is equivalent to vanishing elements for the excitations out of $b$, since $F$ is unchanged by the exchange and $\Phi_{ba} = -\Phi_{ab}$. No energy functional is defined. The link to one is that $\Phi_{(a+\varepsilon c)b} = \Phi_{ab} + \varepsilon\,\Phi_{cb}$, so that for orthonormal $a,b$, Hermitian $h$ and $c$ orthogonal to both the energy changes by $2\,\mathrm{Re}(\varepsilon\langle a,Fc\rangle)$ to first order in the complex number $\varepsilon$; this link, the two-site example and the variant below are argued here on paper only.

A local $V(x,y)$ fits real-space grids and lattice models with density–density interactions. An orbital basis with general four-index integrals would call for a matrix $W$ on $X\times X$ that commutes with the exchange of the two electrons. That commutation would take the place of `hV` in step 3, $J_u$ would no longer be diagonal, and step 6 would need $W$ Hermitian as a separate hypothesis, a property that a real diagonal $V$ has by construction.
